# Clenshaw's recursion sums a finite Chebyshev series to b₀ − x b₁

## Where do the polynomials go?

With three coefficients, the series is \(c_0+c_1x+c_2(2x^2-1)\). Clenshaw's method works down from the top:

\[
b_2=c_2,\qquad b_1=c_1+2x\,b_2,\qquad b_0=c_0+2x\,b_1-b_2 .
\]

Expanding \(b_0-x\,b_1\) does give back the series. I want to use this for a torsional energy \(\sum_k c_k\cos k\theta\), with \(x=\cos\theta\) and \(\theta\) the dihedral angle. But the recursion never computes a single \(\cos k\theta\). Why does it work for any number of terms, why is the answer not simply \(b_0\), and what happens to an error made halfway down?

## The recurrence cancels all but the boundary terms

The polynomials enter only through their three-term recurrence and their first two values. Let \(N\) be the highest index, set \(b_{N+1}=b_{N+2}=0\), and let

\[
b_k=c_k+2x\,b_{k+1}-b_{k+2}\qquad(0\le k\le N).
\]

Let \(\varphi_k\) be any sequence with \(\varphi_{k+2}=2x\varphi_{k+1}-\varphi_k\). Solving the recursion for \(c_k\) gives

\[
\sum_{k=0}^N c_k\varphi_k=\sum_{k=0}^N (b_k-2x\,b_{k+1}+b_{k+2})\varphi_k .
\]

Now collect the factor of each \(b_j\). For \(2\le j\le N\) it is \(\varphi_j-2x\varphi_{j-1}+\varphi_{j-2}=0\). The terms with \(b_{N+1}\) and \(b_{N+2}\) vanish because the recursion starts from zero. What remains is

\[
\sum_{k=0}^N c_k\varphi_k=\varphi_0b_0+(\varphi_1-2x\varphi_0)\,b_1 .
\]

The starting values decide the final combination:

- \(T_0=1\), \(T_1=x\) give \(b_0-x\,b_1\).
- \(U_0=1\), \(U_1=2x\), the polynomials of the second kind, give \(b_0\) alone.
- For \(x=\cos\theta\), adding the formulas for \(\cos((k+1)\theta\pm\theta)\) shows that \(\cos k\theta\) obeys the recurrence, and \(\sin k\theta\) does so in the same way. The cosine series is \(b_0-\cos\theta\,b_1\), and the sine series is \(\sin\theta\,b_1\).

Take \(c=(1,2,3)\) and \(\theta=60^\circ\), so \(2x=1\). Then \(b_2=3\), \(b_1=2+3=5\) and \(b_0=1+5-3=3\), and the cosine sum is \(3-\tfrac12\cdot5=\tfrac12\). Directly, \(1+2\cdot\tfrac12+3\cdot(-\tfrac12)=\tfrac12\).

For your last question, suppose the computed \(b_k\) miss the recursion at \(x=\cos\theta\) by

\[
\delta_k=b_k-(c_k+2\cos\theta\,b_{k+1}-b_{k+2}).
\]

They then satisfy the exact recursion with coefficients \(c_k+\delta_k\), so

\[
b_0-\cos\theta\,b_1-\sum_{k=0}^N c_k\cos k\theta=\sum_{k=0}^N\delta_k\cos k\theta .
\]

Since \(|\cos k\theta|\le1\), the error is at most \(\sum_k|\delta_k|\). In the example, storing \(b_1=5.1\) instead of 5 gives \(b_0=3.1\) and the sum 0.55. The error is \(0.1\cos60^\circ=0.05\).

In a molecular simulation, \(\cos\theta\) can be computed from the atomic positions as the scalar product of suitably oriented unit normals to the two planes that form the dihedral angle, and each recursion step then needs one multiplication by \(2\cos\theta\), one addition and one subtraction. The torque along \(\theta\) is minus the derivative of the energy, which is \(+\sum_k k\,c_k\sin k\theta\). A second run with coefficients \(k\,c_k\) therefore yields the torque as \(\sin\theta\,b_1\), with \(b_1\) taken from that run.

Here is the argument in Lean.

```lean
import Mathlib

open Finset

namespace ClenshawSummation

variable {R : Type*} [CommRing R]

/-- The Clenshaw coefficients `b_k` of a series with coefficients `c_0, ..., c_N` at the point `x`:
zero above `N`, and `b_k = c_k + 2 x b_(k+1) - b_(k+2)` for `k` up to `N`. -/
def clenshawB (c : ℕ → R) (x : R) (N : ℕ) (k : ℕ) : R :=
  if N < k then 0
  else c k + 2 * x * clenshawB c x N (k + 1) - clenshawB c x N (k + 2)
termination_by N + 1 - k
decreasing_by all_goals omega

/-- The downward recursion starts from zero: `b_k = 0` for every `k` above `N`. -/
theorem clenshawB_of_gt (c : ℕ → R) (x : R) {N k : ℕ} (h : N < k) :
    clenshawB c x N k = 0 := by
  rw [clenshawB, if_pos h]

/-- One step of the downward recursion, valid for `k` up to `N`. -/
theorem clenshawB_step (c : ℕ → R) (x : R) {N k : ℕ} (h : k ≤ N) :
    clenshawB c x N k =
      c k + 2 * x * clenshawB c x N (k + 1) - clenshawB c x N (k + 2) := by
  conv_lhs => rw [clenshawB]
  rw [if_neg (not_lt.mpr h)]

/-- Summation by parts: if `φ` solves the Chebyshev recurrence, the sum of
`(b_k - 2 x b_(k+1) + b_(k+2)) φ_k` over `k = 0..n` reduces to boundary terms,
for any sequence `b`. -/
theorem summation_by_parts {x : R} {φ : ℕ → R}
    (hφ : ∀ k, φ (k + 2) = 2 * x * φ (k + 1) - φ k) (b : ℕ → R) (n : ℕ) :
    ∑ k ∈ range (n + 1), (b k - 2 * x * b (k + 1) + b (k + 2)) * φ k =
      φ 0 * b 0 + (φ 1 - 2 * x * φ 0) * b 1
        - φ (n + 1) * b (n + 1) + φ n * b (n + 2) := by
  induction n with
  | zero =>
    simp only [zero_add, Finset.sum_range_one]
    ring
  | succ n ih =>
    rw [Finset.sum_range_succ, ih, show n + 1 + 1 = n + 2 from rfl]
    -- the new boundary terms differ from the old ones by the recurrence for `φ`
    linear_combination b (n + 2) * hφ n

/-- Clenshaw summation for any solution `φ` of the Chebyshev recurrence: the series equals
`φ_0 b_0 + (φ_1 - 2 x φ_0) b_1`. -/
theorem clenshaw_general {x : R} {φ : ℕ → R}
    (hφ : ∀ k, φ (k + 2) = 2 * x * φ (k + 1) - φ k) (c : ℕ → R) (N : ℕ) :
    ∑ k ∈ range (N + 1), c k * φ k =
      φ 0 * clenshawB c x N 0 + (φ 1 - 2 * x * φ 0) * clenshawB c x N 1 := by
  have h := summation_by_parts hφ (clenshawB c x N) N
  -- the upper boundary terms vanish
  rw [clenshawB_of_gt c x (show N < N + 1 by omega),
    clenshawB_of_gt c x (show N < N + 2 by omega)] at h
  -- the recursion expresses each `c_k` through the `b_k`
  have e : ∑ k ∈ range (N + 1), c k * φ k =
      ∑ k ∈ range (N + 1), (clenshawB c x N k - 2 * x * clenshawB c x N (k + 1)
        + clenshawB c x N (k + 2)) * φ k := by
    apply Finset.sum_congr rfl
    intro k hk
    have hk' : k ≤ N := by
      have := Finset.mem_range.mp hk
      omega
    linear_combination (-φ k) * clenshawB_step c x hk'
  linear_combination e + h

/-- Clenshaw summation: the Chebyshev series with terms `c_k T_k(x)`, `k = 0..N`,
equals `b_0 - x b_1`, in any commutative ring. -/
theorem clenshaw_chebyshev_T (c : ℕ → R) (x : R) (N : ℕ) :
    ∑ k ∈ range (N + 1), c k * (Polynomial.Chebyshev.T R (k : ℤ)).eval x =
      clenshawB c x N 0 - x * clenshawB c x N 1 := by
  have hrec : ∀ k : ℕ, (Polynomial.Chebyshev.T R ((k + 2 : ℕ) : ℤ)).eval x =
      2 * x * (Polynomial.Chebyshev.T R ((k + 1 : ℕ) : ℤ)).eval x
        - (Polynomial.Chebyshev.T R (k : ℤ)).eval x := by
    intro k
    push_cast
    rw [Polynomial.Chebyshev.T_add_two]
    simp
  have h := clenshaw_general
    (φ := fun k : ℕ => (Polynomial.Chebyshev.T R (k : ℤ)).eval x) hrec c N
  -- starting values `T_0 = 1` and `T_1 = x`
  simp only [Nat.cast_zero, Nat.cast_one, Polynomial.Chebyshev.T_zero,
    Polynomial.Chebyshev.T_one, Polynomial.eval_one, Polynomial.eval_X] at h
  linear_combination h

/-- For Chebyshev polynomials of the second kind, the series with terms `c_k U_k(x)`,
`k = 0..N`, equals `b_0`. -/
theorem clenshaw_chebyshev_U (c : ℕ → R) (x : R) (N : ℕ) :
    ∑ k ∈ range (N + 1), c k * (Polynomial.Chebyshev.U R (k : ℤ)).eval x =
      clenshawB c x N 0 := by
  have hrec : ∀ k : ℕ, (Polynomial.Chebyshev.U R ((k + 2 : ℕ) : ℤ)).eval x =
      2 * x * (Polynomial.Chebyshev.U R ((k + 1 : ℕ) : ℤ)).eval x
        - (Polynomial.Chebyshev.U R (k : ℤ)).eval x := by
    intro k
    push_cast
    rw [Polynomial.Chebyshev.U_add_two]
    simp
  have h := clenshaw_general
    (φ := fun k : ℕ => (Polynomial.Chebyshev.U R (k : ℤ)).eval x) hrec c N
  have u1 : (Polynomial.Chebyshev.U R 1).eval x = 2 * x := by simp
  -- starting values `U_0 = 1` and `U_1 = 2 x`
  simp only [Nat.cast_zero, Nat.cast_one, Polynomial.Chebyshev.U_zero,
    Polynomial.eval_one, u1] at h
  linear_combination h

/-- The harmonics `cos kθ` and `sin kθ` both obey the Chebyshev recurrence with `x = cos θ`. -/
theorem harmonics_recurrence (θ : ℝ) (k : ℕ) :
    Real.cos ((k + 2 : ℕ) * θ) =
        2 * Real.cos θ * Real.cos ((k + 1 : ℕ) * θ) - Real.cos (k * θ) ∧
      Real.sin ((k + 2 : ℕ) * θ) =
        2 * Real.cos θ * Real.sin ((k + 1 : ℕ) * θ) - Real.sin (k * θ) := by
  have h2 : ((k + 2 : ℕ) : ℝ) * θ = ((k + 1 : ℕ) : ℝ) * θ + θ := by
    push_cast
    ring
  have h0 : (k : ℝ) * θ = ((k + 1 : ℕ) : ℝ) * θ - θ := by
    push_cast
    ring
  rw [h2, h0, Real.cos_add, Real.cos_sub, Real.sin_add, Real.sin_sub]
  constructor <;> ring

/-- Fourier series by Clenshaw's recursion at `x = cos θ`: the cosine series equals
`b_0 - cos θ b_1`, and the sine series with the same coefficients equals `sin θ b_1`. -/
theorem clenshaw_fourier (c : ℕ → ℝ) (θ : ℝ) (N : ℕ) :
    ∑ k ∈ range (N + 1), c k * Real.cos (k * θ) =
        clenshawB c (Real.cos θ) N 0 - Real.cos θ * clenshawB c (Real.cos θ) N 1 ∧
      ∑ k ∈ range (N + 1), c k * Real.sin (k * θ) =
        Real.sin θ * clenshawB c (Real.cos θ) N 1 := by
  have hc := clenshaw_general (φ := fun k : ℕ => Real.cos (k * θ))
    (fun k => (harmonics_recurrence θ k).1) c N
  have hs := clenshaw_general (φ := fun k : ℕ => Real.sin (k * θ))
    (fun k => (harmonics_recurrence θ k).2) c N
  simp only [Nat.cast_zero, Nat.cast_one, zero_mul, one_mul, Real.cos_zero] at hc
  simp only [Nat.cast_zero, Nat.cast_one, zero_mul, one_mul, Real.sin_zero] at hs
  constructor
  · linear_combination hc
  · linear_combination hs

/-- Error bound: if numbers `b_k` with `b_(N+1) = b_(N+2) = 0` obey the recursion at `x = cos θ`
only approximately, then `b_0 - cos θ b_1` differs from the cosine series by at most the sum of
the absolute errors of the single steps. -/
theorem clenshaw_error_bound (c b : ℕ → ℝ) (θ : ℝ) (N : ℕ)
    (h1 : b (N + 1) = 0) (h2 : b (N + 2) = 0) :
    |b 0 - Real.cos θ * b 1 - ∑ k ∈ range (N + 1), c k * Real.cos (k * θ)| ≤
      ∑ k ∈ range (N + 1), |b k - (c k + 2 * Real.cos θ * b (k + 1) - b (k + 2))| := by
  have h := summation_by_parts (φ := fun k : ℕ => Real.cos (k * θ))
    (fun k => (harmonics_recurrence θ k).1) b N
  simp only [Nat.cast_zero, Nat.cast_one, zero_mul, one_mul, Real.cos_zero, h1, h2] at h
  have e : ∑ k ∈ range (N + 1),
      (b k - (c k + 2 * Real.cos θ * b (k + 1) - b (k + 2))) * Real.cos (k * θ) =
      ∑ k ∈ range (N + 1),
        (b k - 2 * Real.cos θ * b (k + 1) + b (k + 2)) * Real.cos (k * θ)
      - ∑ k ∈ range (N + 1), c k * Real.cos (k * θ) := by
    rw [← Finset.sum_sub_distrib]
    apply Finset.sum_congr rfl
    intro k _
    ring
  -- the total error is the cosine series of the local errors
  have key : b 0 - Real.cos θ * b 1 - ∑ k ∈ range (N + 1), c k * Real.cos (k * θ) =
      ∑ k ∈ range (N + 1),
        (b k - (c k + 2 * Real.cos θ * b (k + 1) - b (k + 2))) * Real.cos (k * θ) := by
    linear_combination -h - e
  rw [key]
  refine (Finset.abs_sum_le_sum_abs _ _).trans (Finset.sum_le_sum fun k _ => ?_)
  rw [abs_mul]
  exact mul_le_of_le_one_right (abs_nonneg _) (Real.abs_cos_le_one _)

end ClenshawSummation
```

```lean
#print axioms ClenshawSummation.clenshaw_chebyshev_T
#print axioms ClenshawSummation.clenshaw_chebyshev_U
#print axioms ClenshawSummation.clenshaw_fourier
#print axioms ClenshawSummation.clenshaw_error_bound
```

```
'ClenshawSummation.clenshaw_chebyshev_T' depends on axioms: [propext, Classical.choice, Quot.sound]
'ClenshawSummation.clenshaw_chebyshev_U' depends on axioms: [propext, Classical.choice, Quot.sound]
'ClenshawSummation.clenshaw_fourier' depends on axioms: [propext, Classical.choice, Quot.sound]
'ClenshawSummation.clenshaw_error_bound' depends on axioms: [propext, Classical.choice, Quot.sound]
```

### What the theorems say

`clenshawB c x N k` is \(b_k\), defined by the downward recursion itself. The coefficients form a sequence `c : ℕ → R`, of which only the entries up to `N` are used. `range (N + 1)` means \(k=0,\dots,N\). The coefficient \(c_0\) has full weight, so coefficients from a convention that halves the first term must be converted.

In `clenshaw_chebyshev_T` and `clenshaw_chebyshev_U`, `R` is any commutative ring, and Mathlib's polynomials, which are indexed by integers, are evaluated at `x`. For a finite Chebyshev expansion in a Hamiltonian matrix \(H\), the ring can be that of the polynomials in \(H\), with scalar coefficients; how well the truncated series approximates a function of \(H\) is a separate matter.

`clenshaw_fourier` contains the cosine and sine sums for real \(\theta\). In `clenshaw_error_bound`, `b` is an arbitrary real sequence, not `clenshawB`. The hypotheses `h1` and `h2` say that the computation starts from exact zeros. The final combination \(b_0-\cos\theta\,b_1\) is also taken as exact. To apply the bound to a floating-point program, one still has to estimate the rounding, both in the \(\delta_k\) and in that last combination.

### How Lean carries out the cancellation

`clenshawB_of_gt` and `clenshawB_step` extract the zero start and the recursion step from the definition.

`summation_by_parts` does the cancellation by induction on the upper limit \(n\), for any sequence \(b\). Adding the term \(k=n+1\) to the old upper boundary terms leaves

\[
(\varphi_n-2x\varphi_{n+1})\,b_{n+2}+\varphi_{n+1}b_{n+3},
\]

and the recurrence turns the bracket into \(-\varphi_{n+2}\). That is the line `linear_combination b (n + 2) * hφ n`.

`clenshaw_general` sets the upper boundary terms to zero and replaces each \(c_k\) by its expression in the \(b_k\), term by term with `Finset.sum_congr`. The theorems for \(T\) and \(U\) then supply the recurrence (`hrec`) and the two starting values. For the Fourier sums, `harmonics_recurrence` supplies the recurrence, using the addition formulas, and `clenshaw_fourier` inserts the starting values.

The error bound applies `summation_by_parts` to the inexact sequence. Its intermediate statement `key` is the identity for the total error given above; the triangle inequality and \(|\cos k\theta|\le1\) finish the proof.
